# The linear paratropic response of a non-interacting four-site, four-electron ring diverges as its two hoppings equalise

In the Hückel model, a weak magnetic field through a four-membered ring with alternating bonds and four π electrons in its two lowest levels drives a paratropic ring current. The size of that current depends on how strongly the bonds alternate. For hoppings $-t,-u,-t,-u$ with $0<u<t$, the weak-field response is set by the second derivative of the energy at zero flux, which is $-tu^2/(t^2-u^2)$. Here the flux is measured as the phase, in radians, that an electron gathers on one trip round the ring.

```lean
import Mathlib

open Matrix Filter Topology

namespace AlternatingFourRing

noncomputable section

/-- Hamiltonian of a four-site ring with alternating hoppings `-t`, `-u` and total flux `f`,
carried as a phase on the bond that closes the ring. -/
def ringH (t u f : ℝ) : Matrix (Fin 4) (Fin 4) ℂ :=
  !![0, -(t : ℂ), 0, -(u : ℂ) * Complex.exp (-(f * Complex.I));
     -(t : ℂ), 0, -(u : ℂ), 0;
     0, -(u : ℂ), 0, -(t : ℂ);
     -(u : ℂ) * Complex.exp (f * Complex.I), 0, -(t : ℂ), 0]

/-- The real numbers `ε 0 ≤ ε 1 ≤ ε 2 ≤ ε 3` are the energy levels of `M`, listed with
multiplicity: they are the roots of its characteristic determinant. -/
def IsLevels (M : Matrix (Fin 4) (Fin 4) ℂ) (ε : Fin 4 → ℝ) : Prop :=
  ε 0 ≤ ε 1 ∧ ε 1 ≤ ε 2 ∧ ε 2 ≤ ε 3 ∧
    ∀ x : ℂ, (x • (1 : Matrix (Fin 4) (Fin 4) ℂ) - M).det = ∏ i, (x - (ε i : ℂ))

/-- The flux-dependent constant term `A² - 4t²u² cos²(f/2)`, with `A = t² + u²`, of the
characteristic polynomial. -/
def levelProduct (t u f : ℝ) : ℝ :=
  (t ^ 2 + u ^ 2) ^ 2 - 4 * t ^ 2 * u ^ 2 * Real.cos (f / 2) ^ 2

/-- The closed formula `-2 √(2A + 2 √(A² - 4t²u² cos²(f/2)))`, with `A = t² + u²`. -/
def energy (t u f : ℝ) : ℝ :=
  -2 * √(2 * (t ^ 2 + u ^ 2) + 2 * √(levelProduct t u f))

/-- The ring Hamiltonian is Hermitian at every flux. -/
theorem ringH_isHermitian (t u f : ℝ) : (ringH t u f).IsHermitian := by
  refine Matrix.IsHermitian.ext fun i j => ?_
  fin_cases i <;> fin_cases j <;> simp [ringH, ← Complex.exp_conj]

/-- The characteristic determinant of the ring is even in the energy, and the flux enters only
its constant term. -/
theorem det_ringH (t u f : ℝ) (x : ℂ) :
    (x • (1 : Matrix (Fin 4) (Fin 4) ℂ) - ringH t u f).det =
      x ^ 4 - 2 * ((t : ℂ) ^ 2 + (u : ℂ) ^ 2) * x ^ 2 + (levelProduct t u f : ℂ) := by
  -- the determinant for arbitrary phase factors on the closing bond
  have key : ∀ a b z w : ℂ, (x • (1 : Matrix (Fin 4) (Fin 4) ℂ) -
      !![0, -a, 0, -b * w; -a, 0, -b, 0; 0, -b, 0, -a; -b * z, 0, -a, 0]).det =
      x ^ 4 - (2 * a ^ 2 + b ^ 2 + b ^ 2 * (z * w)) * x ^ 2
        + a ^ 4 + b ^ 4 * (z * w) - a ^ 2 * b ^ 2 * (z + w) := by
    intro a b z w
    have hM : x • (1 : Matrix (Fin 4) (Fin 4) ℂ) -
        !![0, -a, 0, -b * w; -a, 0, -b, 0; 0, -b, 0, -a; -b * z, 0, -a, 0] =
        !![x, a, 0, b * w; a, x, b, 0; 0, b, x, a; b * z, 0, a, x] := by
      ext i j
      fin_cases i <;> fin_cases j <;> simp
    rw [hM]
    simp [Matrix.det_succ_row_zero, Fin.sum_univ_succ, Fin.succAbove]
    ring
  have hz : Complex.exp (f * Complex.I) * Complex.exp (-(f * Complex.I)) = 1 := by
    rw [← Complex.exp_add, add_neg_cancel, Complex.exp_zero]
  have h1 : Complex.cos f =
      (Complex.exp (f * Complex.I) + Complex.exp (-(f * Complex.I))) / 2 := by
    rw [Complex.cos, neg_mul]
  have h2 : Complex.cos f = 2 * Complex.cos (f / 2) ^ 2 - 1 := by
    rw [← Complex.cos_two_mul]
    congr 1
    ring
  rw [ringH, key, levelProduct]
  push_cast
  linear_combination ((u : ℂ) ^ 4 - x ^ 2 * (u : ℂ) ^ 2) * hz
    + 2 * (t : ℂ) ^ 2 * (u : ℂ) ^ 2 * (h1 - h2)

/-- For non-negative `t` and `u` the four levels are `±√(A ± 2tu|cos(f/2)|)`, with
`A = t² + u²`. -/
theorem isLevels_witness {t u : ℝ} (ht : 0 ≤ t) (hu : 0 ≤ u) (f : ℝ) :
    IsLevels (ringH t u f)
      ![-√(t ^ 2 + u ^ 2 + 2 * t * u * |Real.cos (f / 2)|),
        -√(t ^ 2 + u ^ 2 - 2 * t * u * |Real.cos (f / 2)|),
        √(t ^ 2 + u ^ 2 - 2 * t * u * |Real.cos (f / 2)|),
        √(t ^ 2 + u ^ 2 + 2 * t * u * |Real.cos (f / 2)|)] := by
  have htu : 0 ≤ t * u := mul_nonneg ht hu
  have hk0 := mul_nonneg htu (abs_nonneg (Real.cos (f / 2)))
  have hk1 := mul_nonneg htu (sub_nonneg.mpr (Real.abs_cos_le_one (f / 2)))
  have hp := Real.sq_sqrt (show 0 ≤ t ^ 2 + u ^ 2 + 2 * t * u * |Real.cos (f / 2)| by
    nlinarith [sq_nonneg t, sq_nonneg u])
  have hq := Real.sq_sqrt (show 0 ≤ t ^ 2 + u ^ 2 - 2 * t * u * |Real.cos (f / 2)| by
    nlinarith [sq_nonneg (t - u)])
  have hqp := Real.sqrt_le_sqrt (show t ^ 2 + u ^ 2 - 2 * t * u * |Real.cos (f / 2)| ≤
    t ^ 2 + u ^ 2 + 2 * t * u * |Real.cos (f / 2)| by linarith)
  have hq0 := Real.sqrt_nonneg (t ^ 2 + u ^ 2 - 2 * t * u * |Real.cos (f / 2)|)
  generalize √(t ^ 2 + u ^ 2 + 2 * t * u * |Real.cos (f / 2)|) = p at *
  generalize √(t ^ 2 + u ^ 2 - 2 * t * u * |Real.cos (f / 2)|) = q at *
  have hsum : p ^ 2 + q ^ 2 = 2 * (t ^ 2 + u ^ 2) := by linarith
  have hprod : p ^ 2 * q ^ 2 = levelProduct t u f := by
    rw [hp, hq, levelProduct, ← sq_abs (Real.cos (f / 2))]
    ring
  have hsum' : (p : ℂ) ^ 2 + (q : ℂ) ^ 2 = 2 * ((t : ℂ) ^ 2 + (u : ℂ) ^ 2) := by
    exact_mod_cast hsum
  have hprod' : (p : ℂ) ^ 2 * (q : ℂ) ^ 2 = (levelProduct t u f : ℂ) := by
    exact_mod_cast hprod
  refine ⟨neg_le_neg hqp, (by linarith : -q ≤ q), hqp, fun x => ?_⟩
  rw [det_ringH, Fin.prod_univ_four]
  change _ = (x - ((-p : ℝ) : ℂ)) * (x - ((-q : ℝ) : ℂ)) * (x - (q : ℂ)) * (x - (p : ℂ))
  simp only [Complex.ofReal_neg]
  linear_combination x ^ 2 * hsum' - hprod'

/-- Doubly filling the two lowest levels of the ring costs exactly the closed formula
`energy t u f`. -/
theorem filled_levels {t u f : ℝ} {ε : Fin 4 → ℝ} (h : IsLevels (ringH t u f) ε) :
    2 * ε 0 + 2 * ε 1 = energy t u f := by
  obtain ⟨h01, h12, h23, hdet⟩ := h
  have P : ∀ x : ℝ, x ^ 4 - 2 * (t ^ 2 + u ^ 2) * x ^ 2 + levelProduct t u f =
      (x - ε 0) * (x - ε 1) * (x - ε 2) * (x - ε 3) := by
    intro x
    have h := hdet x
    rw [det_ringH, Fin.prod_univ_four] at h
    exact_mod_cast h
  -- compare coefficients by sampling the polynomial at five points
  have e1 : ε 0 + ε 1 + ε 2 + ε 3 = 0 := by
    linear_combination (1 / 12) * (P 2 - P (-2) - 2 * P 1 + 2 * P (-1))
  have e3 : ε 0 * ε 1 * (ε 2 + ε 3) + ε 2 * ε 3 * (ε 0 + ε 1) = 0 := by
    linear_combination (-1 / 12) * (P 2 - P (-2) - 8 * P 1 + 8 * P (-1))
  have e2 : ε 0 * ε 1 + ε 2 * ε 3 + (ε 0 + ε 1) * (ε 2 + ε 3) + 2 * (t ^ 2 + u ^ 2) = 0 := by
    linear_combination (-1 / 2) * (P 1 + P (-1) - 2 * P 0)
  -- the filled pair and the empty pair have the same product
  have hab : ε 0 * ε 1 = ε 2 * ε 3 := by
    have hs : (ε 2 + ε 3) * (ε 0 * ε 1 - ε 2 * ε 3) = 0 := by
      linear_combination e3 - ε 2 * ε 3 * e1
    rcases mul_eq_zero.mp hs with h | h
    · have hb : ε 1 = 0 := by linarith
      have hc : ε 2 = 0 := by linarith
      rw [hb, hc, mul_zero, zero_mul]
    · linarith
  have hm : 0 ≤ ε 0 * ε 1 := by
    rcases le_total (ε 1) 0 with h | h
    · exact mul_nonneg_of_nonpos_of_nonpos (h01.trans h) h
    · rw [hab]
      exact mul_nonneg (h.trans h12) ((h.trans h12).trans h23)
  have hD : levelProduct t u f = (ε 0 * ε 1) ^ 2 := by
    linear_combination P 0 - ε 0 * ε 1 * hab
  have hR : 2 * (t ^ 2 + u ^ 2) + 2 * (ε 0 * ε 1) = (ε 2 + ε 3) ^ 2 := by
    linear_combination e2 + hab - (ε 2 + ε 3) * e1
  rw [energy, hD, Real.sqrt_sq hm, hR, Real.sqrt_sq (by linarith)]
  linear_combination 2 * e1

/-- For all real `t` and `u`, the closed formula `energy t u f` takes its largest value at zero
flux. -/
theorem energy_le_zero_flux (t u f : ℝ) : energy t u f ≤ energy t u 0 := by
  have h : levelProduct t u 0 ≤ levelProduct t u f := by
    simp only [levelProduct, zero_div, Real.cos_zero]
    nlinarith [mul_nonneg (sq_nonneg (t * u)) (sub_nonneg.mpr (Real.cos_sq_le_one (f / 2)))]
  have h1 := Real.sqrt_le_sqrt h
  have h2 := Real.sqrt_le_sqrt (show 2 * (t ^ 2 + u ^ 2) + 2 * √(levelProduct t u 0) ≤
    2 * (t ^ 2 + u ^ 2) + 2 * √(levelProduct t u f) by linarith)
  unfold energy
  linarith

/-- For `0 < u < t` the root `√(A² - 4t²u² cos²(f/2))`, with `A = t² + u²`, is positive and
differentiable in the flux. -/
theorem root_hasDerivAt {t u : ℝ} (hu : 0 < u) (hut : u < t) (f : ℝ) :
    0 < √(levelProduct t u f) ∧ HasDerivAt (fun y => √(levelProduct t u y))
      (2 * t ^ 2 * u ^ 2 * Real.sin f / (2 * √(levelProduct t u f))) f := by
  have hD : 0 < levelProduct t u f := by
    have h1 : 0 < (t ^ 2 - u ^ 2) ^ 2 := pow_pos (by nlinarith) 2
    unfold levelProduct
    nlinarith [mul_nonneg (sq_nonneg (t * u)) (sub_nonneg.mpr (Real.cos_sq_le_one (f / 2)))]
  have h1 : HasDerivAt (fun y : ℝ => y / 2) (1 / 2) f := (hasDerivAt_id f).div_const 2
  have h2 := ((h1.cos.fun_pow 2).const_mul (4 * t ^ 2 * u ^ 2)).const_sub ((t ^ 2 + u ^ 2) ^ 2)
  have h3 : HasDerivAt (levelProduct t u) (2 * t ^ 2 * u ^ 2 * Real.sin f) f := by
    refine h2.congr_deriv ?_
    have hs : Real.sin f = 2 * Real.sin (f / 2) * Real.cos (f / 2) := by
      rw [← Real.sin_two_mul]
      congr 1
      ring
    rw [hs]
    simp only [Nat.reduceSub, Nat.cast_ofNat, pow_one]
    ring
  exact ⟨Real.sqrt_pos.mpr hD, h3.sqrt hD.ne'⟩

/-- For `0 < u < t` the flux derivative of the energy `E` is
`4t²u² sin f / (E √(A² - 4t²u² cos²(f/2)))`, with `A = t² + u²`. -/
theorem energy_hasDerivAt {t u : ℝ} (hu : 0 < u) (hut : u < t) (f : ℝ) :
    HasDerivAt (energy t u)
      (4 * t ^ 2 * u ^ 2 * Real.sin f / (√(levelProduct t u f) * energy t u f)) f := by
  obtain ⟨hS, hS'⟩ := root_hasDerivAt hu hut f
  have hR : 2 * (t ^ 2 + u ^ 2) + 2 * √(levelProduct t u f) ≠ 0 := by positivity
  have h := (((hS'.const_mul 2).const_add (2 * (t ^ 2 + u ^ 2))).sqrt hR).const_mul (-2)
  refine h.congr_deriv ?_
  unfold energy
  ring

/-- For `0 < u < t` the closed energy formula has second flux derivative `-tu²/(t² - u²)` at
zero flux. -/
theorem energy_curvature {t u : ℝ} (hu : 0 < u) (hut : u < t) :
    HasDerivAt (deriv (energy t u)) (-(t * u ^ 2 / (t ^ 2 - u ^ 2))) 0 := by
  have ht : 0 < t := hu.trans hut
  have hd : 0 < t ^ 2 - u ^ 2 := by nlinarith
  have hS0 : √(levelProduct t u 0) = t ^ 2 - u ^ 2 := by
    rw [show levelProduct t u 0 = (t ^ 2 - u ^ 2) ^ 2 by
      simp only [levelProduct, zero_div, Real.cos_zero]; ring, Real.sqrt_sq hd.le]
  have hE0 : energy t u 0 = -4 * t := by
    rw [energy, hS0, show 2 * (t ^ 2 + u ^ 2) + 2 * (t ^ 2 - u ^ 2) = (2 * t) ^ 2 by ring,
      Real.sqrt_sq (by positivity)]
    ring
  rw [show deriv (energy t u) = fun f =>
      4 * t ^ 2 * u ^ 2 * Real.sin f / (√(levelProduct t u f) * energy t u f) from
    funext fun f => (energy_hasDerivAt hu hut f).deriv]
  have hN := (Real.hasDerivAt_sin 0).const_mul (4 * t ^ 2 * u ^ 2)
  have hM := (root_hasDerivAt hu hut 0).2.fun_mul (energy_hasDerivAt hu hut 0)
  have hne : √(levelProduct t u 0) * energy t u 0 ≠ 0 := by
    rw [hS0, hE0]
    exact mul_ne_zero hd.ne' (by linarith)
  refine (hN.fun_div hM hne).congr_deriv ?_
  -- at zero flux the sine vanishes, so only the slope of the numerator survives
  simp only [Real.sin_zero, Real.cos_zero, mul_zero, zero_mul, sub_zero, mul_one, hS0, hE0]
  have hd' := hd.ne'
  field_simp

/-- For `0 < u < t`, doubly filling the two lowest levels of the alternating ring gives an energy
whose second flux derivative at zero flux is `-tu²/(t² - u²)`. -/
theorem paratropic_response {t u : ℝ} (hu : 0 < u) (hut : u < t) (ε : ℝ → Fin 4 → ℝ)
    (hε : ∀ f, IsLevels (ringH t u f) (ε f)) :
    HasDerivAt (deriv fun f => 2 * ε f 0 + 2 * ε f 1) (-(t * u ^ 2 / (t ^ 2 - u ^ 2))) 0 := by
  rw [show (fun f => 2 * ε f 0 + 2 * ε f 1) = energy t u from
    funext fun f => filled_levels (hε f)]
  exact energy_curvature hu hut

/-- For `t > 0` the second flux derivative of the energy at zero flux tends to minus infinity as
the weaker hopping `u` approaches `t` from below. -/
theorem response_diverges {t : ℝ} (ht : 0 < t) :
    Tendsto (fun u => deriv (deriv (energy t u)) 0) (𝓝[<] t) atBot := by
  have hmem : ∀ᶠ u in 𝓝[<] t, u ∈ Set.Ioo 0 t := Ioo_mem_nhdsLT ht
  have hnum : Tendsto (fun u : ℝ => t * u ^ 2) (𝓝[<] t) (𝓝 (t * t ^ 2)) :=
    (Continuous.tendsto (by fun_prop) t).mono_left nhdsWithin_le_nhds
  have hden : Tendsto (fun u : ℝ => t ^ 2 - u ^ 2) (𝓝[<] t) (𝓝[>] 0) := by
    refine tendsto_nhdsWithin_iff.mpr ⟨?_, ?_⟩
    · exact (Continuous.tendsto' (by fun_prop) t 0 (by ring)).mono_left nhdsWithin_le_nhds
    · filter_upwards [hmem] with u hu
      exact Set.mem_Ioi.mpr (by nlinarith [hu.1, hu.2])
  have h := hnum.pos_mul_atTop (by positivity) (tendsto_inv_nhdsGT_zero.comp hden)
  refine (tendsto_neg_atTop_atBot.comp h).congr' ?_
  filter_upwards [hmem] with u hu
  rw [(energy_curvature hu.1 hu.2).deriv, div_eq_mul_inv]
  rfl

end

end AlternatingFourRing
```

```lean
#print axioms AlternatingFourRing.ringH_isHermitian
#print axioms AlternatingFourRing.energy_le_zero_flux
#print axioms AlternatingFourRing.paratropic_response
#print axioms AlternatingFourRing.response_diverges
```

```
'AlternatingFourRing.ringH_isHermitian' depends on axioms: [propext, Classical.choice, Quot.sound]
'AlternatingFourRing.energy_le_zero_flux' depends on axioms: [propext, Classical.choice, Quot.sound]
'AlternatingFourRing.paratropic_response' depends on axioms: [propext, Classical.choice, Quot.sound]
'AlternatingFourRing.response_diverges' depends on axioms: [propext, Classical.choice, Quot.sound]
```

## The ring, its flux and its filled levels

The matrix `ringH t u f` is the Hückel Hamiltonian of sites 0 to 3, with on-site energies set to zero. The bonds 0–1 and 2–3 have hopping $-t$, and the bonds 1–2 and 3–0 have hopping $-u$. The real number $f$ is the phase that an electron gathers on one trip round the ring, $2\pi$ times the magnetic flux in units of $h/e$. All of it sits on the closing bond 3–0; only the total phase matters for the spectrum.

`IsLevels M ε` says that $\varepsilon_0\le\varepsilon_1\le\varepsilon_2\le\varepsilon_3$ are real and that $\det(x-M)=\prod_i(x-\varepsilon_i)$ for every complex $x$. Degenerate levels are therefore listed as often as they occur. Without any ordering the main theorem would be false: a list could begin with a level and its negative, and the "filled" energy would be zero at every flux.

The main theorem, `paratropic_response`, takes hoppings with $0<u<t$ and any family `ε` that lists the levels at each flux. It says that the flux derivative of $2\varepsilon_0+2\varepsilon_1$ is itself differentiable at $f=0$, with derivative $-tu^2/(t^2-u^2)$. The factors of 2 are the two spins. Such families exist, since `isLevels_witness` gives the levels for non-negative hoppings as $\pm\sqrt{t^2+u^2\pm2tu|\cos(f/2)|}$.

Since the current is minus the derivative of the energy with respect to flux, a negative curvature at zero flux means a weak-field current whose magnetic moment points along the applied field, which is the paratropic sense. This bears on the NMR shifts of antiaromatic rings within a non-interacting model whose hoppings are fixed numbers. Electron repulsion, the response of the geometry and the shift at a nucleus do not enter.

## From the determinant to the energy

Write $A=t^2+u^2$. The matrix $x-H$ has $x$ on the diagonal and $t$, $u$ on the bonds, with phases $e^{\pm if}$ on the closing bond. Its determinant collects four kinds of term:

- the diagonal gives $x^4$;
- exchanging the two ends of one bond gives $-(2t^2+2u^2)x^2$ in total;
- exchanging the ends of two disjoint bonds gives $t^4+u^4$;
- the two trips round the ring give $-t^2u^2(e^{if}+e^{-if})=-2t^2u^2\cos f$.

With $\cos f=2\cos^2(f/2)-1$ this becomes
$$x^4-2Ax^2+D(f),\qquad D(f)=A^2-4t^2u^2\cos^2(f/2).$$
This is `det_ringH`, and $D$ is `levelProduct`. The Lean proof first expands the determinant with arbitrary numbers $z,w$ in place of the phases, then inserts $zw=1$ and $z+w=2\cos f$.

The energy follows from comparing coefficients, in `filled_levels`. The missing cubic and linear terms give
$$\varepsilon_0+\varepsilon_1=-(\varepsilon_2+\varepsilon_3),\qquad (\varepsilon_2+\varepsilon_3)(\varepsilon_0\varepsilon_1-\varepsilon_2\varepsilon_3)=0.$$
If $\varepsilon_2+\varepsilon_3=0$, then $\varepsilon_0+\varepsilon_1=0$ too, and the ordering forces $\varepsilon_1=\varepsilon_2=0$. So in every case $\varepsilon_0\varepsilon_1=\varepsilon_2\varepsilon_3=m$. This $m$ is non-negative: either $\varepsilon_1\le0$ and the lower pair has no positive member, or $\varepsilon_1\ge0$ and the upper pair has no negative one. The constant term gives $m^2=D$, hence $m=\sqrt D$. The quadratic term gives
$$2m-(\varepsilon_2+\varepsilon_3)^2=-2A.$$
The ordering makes $\varepsilon_2+\varepsilon_3\ge0$, so
$$E(f)=2(\varepsilon_0+\varepsilon_1)=-2\sqrt{2A+2\sqrt{D(f)}}.$$
Lean obtains the coefficient identities by evaluating the polynomial at $x=0,\pm1,\pm2$ and combining the results with `linear_combination`. This formula, called `energy`, holds for all real $t,u,f$.

Because $D$ is smallest when $\cos^2(f/2)=1$, the energy is largest at zero flux. That is `energy_le_zero_flux`, which follows from the monotonicity of the two square roots.

## Two derivatives in the flux

For $0<u<t$ we have $D(f)\ge(t^2-u^2)^2>0$, so both square roots can be differentiated. First,
$$D'=4t^2u^2\cos(f/2)\sin(f/2)=2t^2u^2\sin f,\qquad (\sqrt D)'=\frac{t^2u^2\sin f}{\sqrt D}.$$
The chain rule applied to $E$ then gives
$$E'(f)=-\frac{2(\sqrt D)'}{\sqrt{2A+2\sqrt D}}=\frac{4(\sqrt D)'}{E}=\frac{4t^2u^2\sin f}{\sqrt{D}\,E}.$$
These steps are `root_hasDerivAt` and `energy_hasDerivAt`.

At $f=0$ the root is $\sqrt D=t^2-u^2$, and $E=-2\sqrt{4t^2}=-4t$. In the quotient rule, the term with the derivative of the denominator carries a factor $\sin 0=0$. What remains is the slope of the numerator over the denominator:
$$E''(0)=\frac{4t^2u^2}{(t^2-u^2)(-4t)}=-\frac{tu^2}{t^2-u^2}.$$
`energy_curvature` carries this out with `HasDerivAt.fun_div` and simplifies with `field_simp`. `paratropic_response` then replaces the filled-level energy by the closed formula, using `filled_levels` at every flux.

## Separate dimers and equal bonds

At $u=0$ the ring falls into two separate dimers. For $t>0$ the closed formula gives $E=-4t$ at every flux, so there is no response, in agreement with the limit of the curvature as $u\to0$.

At the other end, `response_diverges` fixes $t>0$ and lets $u$ approach $t$ from below, written `𝓝[<] t`. The numerator $tu^2$ tends to $t^3$, while $t^2-u^2$ tends to zero through positive values, so the curvature of `energy` tends to $-\infty$. Physically, the gap between filled and empty levels at zero flux is $2(t-u)$, and it closes in this limit.

The energy itself stays finite, and so does the current at any given flux; it is the slope of the current at zero flux that diverges. At $u=t$ the formula becomes
$$E(f)=-4t\sqrt{1+|\sin(f/2)|},$$
which has a kink at $f=0$ and behaves there as $-4t-t|f|$. The diverging curvature is the sign of this kink forming, and at equal bonds the response to a weak flux is no longer linear.
